# A gap bound on the ring correlation energy for contractive amplitudes

In a molecule whose particle–hole excitations lie high compared with the coupling between them, I expect the correlation energy of the random-phase approximation (RPA) to be small per particle–hole pair. Take $n$ particle–hole pairs, a real excitation block $A$, a real coupling block $B$, and ring coupled-cluster amplitudes $T$ solving

$$B + AT + TA + TBT = 0 .$$

If the expectation values of $A$ are at least $a$ and those of $B$ at most $b<a$ in magnitude, the energy $E=\tfrac12\operatorname{tr}(BT)$ should obey $|E|\le \tfrac n2\left(a-\sqrt{a^2-b^2}\right)$. The equation can have several roots, so the physical one must enter somewhere. Can this be made rigorous and checked by machine?

## Each amplitude mode contributes a bounded energy

Yes, for symmetric $T$ that strictly shortens every nonzero vector. The second condition singles out the physical root: in RPA, $T=YX^{-1}$, and positive normalisation of the excitations makes the de-excitation part $Y$ smaller than the excitation part $X$.

Choose orthonormal eigenvectors $v_j$ with $Tv_j=t_jv_j$, and set $\alpha_j=v_j\cdot Av_j$, $\beta_j=v_j\cdot Bv_j$. Then

$$\operatorname{tr}(BT)=\sum_j v_j\cdot BTv_j=\sum_j t_j\beta_j .$$

Fix one mode and drop its index. Between $v$ and $v$, the four terms of the amplitude equation give $\beta$, $t\alpha$, $t\alpha$ and $t^2\beta$; the third and fourth use the symmetry of $T$. Hence

$$(1+t^2)\beta+2t\alpha=0 .$$

Let $e=t\beta$. Multiplying by $t$ gives $(1+t^2)e=-2\alpha t^2\le 0$, so $e\le0$. Multiplying by $\beta$ gives

$$e^2+2\alpha e+\beta^2=0 .$$

Since $t^2<1$, we have $|e|\le|\beta|\le b<a$, so $e+a>0$. Moreover,

$$(e+a)^2=a^2-\beta^2-2(\alpha-a)e\ \ge\ a^2-b^2,$$

because $\alpha\ge a$ and $e\le0$. Taking the positive root yields $-(a-\sqrt{a^2-b^2})\le e\le0$. Summing over the modes and halving proves the bound, and also $E\le0$.

A simpler bound follows for $b\ge0$. With $x=b^2/a\le a$,

$$(a-x)^2=a^2-2b^2+x^2\le a^2-b^2,$$

since $x^2\le ax=b^2$. Therefore $a-\sqrt{a^2-b^2}\le b^2/a$ and $|E|\le nb^2/(2a)$. For small $b/a$ this is about twice the sharper bound.

The sharper bound is attained. For $b>0$, take $A=a\mathbf 1$, $B=b\mathbf 1$, $T=-r\mathbf 1$ with $r=(a-\sqrt{a^2-b^2})/b$. Then $0<r<1$ and $br^2-2ar+b=0$, so $T$ is a contractive solution with $E=-nbr/2$.

## What the theorems assume about the blocks

The finite type `ι` labels particle–hole pairs, and `Fintype.card ι` is $n$. The definitions translate as follows:

- `HasGap A a` says $v\cdot Av\ge a\,v\cdot v$ for every real vector.
- `CouplingBound B b` says $|v\cdot Bv|\le b\,v\cdot v$.
- `IsRingSolution A B T` is the amplitude equation.
- `IsContraction T` compares squared lengths, which is equivalent to comparing norms.
- `ringEnergy B T` includes the factor $\tfrac12$ of direct RPA, so the corresponding bound on $|\operatorname{tr}(BT)|$ is twice as large.

`ring_energy_gap_bound` gives the sign and the magnitude bound. It requires `T.IsSymm`, but no symmetry of $A$ or $B$. `ring_energy_second_order_bound` gives the simpler estimate, and `ring_energy_gap_bound_sharp` verifies every hypothesis for the uniform example together with equality.

The condition $b<a$ puts every expectation value of $B$, in magnitude, below every expectation value of $A$. Small matrix elements of $B$ alone do not ensure this: if all of them equal $c>0$, the largest eigenvalue is $nc$. For symmetric blocks, $b<a$ implies that $A\pm B$ are positive definite, the usual stability condition; for $n\ge2$ the converse fails. The existence of a symmetric contractive $T$ is assumed in the bounds, and complex orbitals are not covered.

```lean
import Mathlib

open Matrix

namespace RingCorrelationGapBound

noncomputable section

variable {ι : Type*} [Fintype ι] [DecidableEq ι]

/-- The excitation block `A` has expectation value at least `a` in every normalised vector. -/
def HasGap (A : Matrix ι ι ℝ) (a : ℝ) : Prop :=
  ∀ v : ι → ℝ, a * (v ⬝ᵥ v) ≤ v ⬝ᵥ A *ᵥ v

/-- The coupling block `B` has expectation value at most `b` in magnitude in every
normalised vector. -/
def CouplingBound (B : Matrix ι ι ℝ) (b : ℝ) : Prop :=
  ∀ v : ι → ℝ, |v ⬝ᵥ B *ᵥ v| ≤ b * (v ⬝ᵥ v)

/-- The ring coupled-cluster doubles equation for the amplitudes `T`. -/
def IsRingSolution (A B T : Matrix ι ι ℝ) : Prop :=
  B + A * T + T * A + T * B * T = 0

/-- The amplitudes strictly shorten every nonzero vector. -/
def IsContraction (T : Matrix ι ι ℝ) : Prop :=
  ∀ v : ι → ℝ, v ≠ 0 → (T *ᵥ v) ⬝ᵥ (T *ᵥ v) < v ⬝ᵥ v

/-- The ring correlation energy, half the trace of coupling times amplitudes. -/
def ringEnergy (B T : Matrix ι ι ℝ) : ℝ := (B * T).trace / 2

/-- Symmetric amplitudes have an orthonormal frame of eigenmodes. -/
theorem exists_eigenframe {T : Matrix ι ι ℝ} (hT : T.IsSymm) :
    ∃ (t : ι → ℝ) (v : ι → ι → ℝ),
      (∀ i j, v i ⬝ᵥ v j = if i = j then 1 else 0) ∧ ∀ j, T *ᵥ v j = t j • v j := by
  have hH : T.IsHermitian := by
    rw [Matrix.IsHermitian, Matrix.conjTranspose_eq_transpose_of_trivial]
    exact hT
  refine ⟨hH.eigenvalues, fun j => (hH.eigenvectorBasis j).ofLp, ?_,
    fun j => hH.mulVec_eigenvectorBasis j⟩
  intro i j
  have h := orthonormal_iff_ite.mp hH.eigenvectorBasis.orthonormal i j
  rw [PiLp.inner_apply] at h
  refine Eq.trans ?_ h
  simp only [dotProduct]
  refine Finset.sum_congr rfl fun k _ => ?_
  simp [mul_comm]

/-- The trace is the sum of expectation values over any orthonormal frame. -/
theorem trace_eq_sum_frame {v : ι → ι → ℝ}
    (hv : ∀ i j, v i ⬝ᵥ v j = if i = j then 1 else 0) (M : Matrix ι ι ℝ) :
    M.trace = ∑ j, v j ⬝ᵥ M *ᵥ v j := by
  have h : Matrix.of v * (Matrix.of v)ᵀ = 1 := by
    ext i j
    rw [Matrix.mul_apply, Matrix.one_apply]
    exact hv i j
  have h' : (Matrix.of v)ᵀ * Matrix.of v = 1 := mul_eq_one_comm.mp h
  calc M.trace = (M * ((Matrix.of v)ᵀ * Matrix.of v)).trace := by rw [h', mul_one]
    _ = (Matrix.of v * (M * (Matrix.of v)ᵀ)).trace := by
        rw [← mul_assoc, Matrix.trace_mul_comm]
    _ = ∑ j, v j ⬝ᵥ M *ᵥ v j := rfl

omit [DecidableEq ι] in
/-- Projected on an eigenmode of symmetric amplitudes, the ring equation becomes a scalar quadratic
equation for the amplitude `t` of that mode. -/
theorem mode_equation {A B T : Matrix ι ι ℝ} (hT : T.IsSymm) (h : IsRingSolution A B T)
    {t : ℝ} {v : ι → ℝ} (hv : T *ᵥ v = t • v) :
    (1 + t ^ 2) * (v ⬝ᵥ B *ᵥ v) + 2 * t * (v ⬝ᵥ A *ᵥ v) = 0 := by
  have h2 : v ⬝ᵥ (B + A * T + T * A + T * B * T) *ᵥ v = 0 := by
    rw [show B + A * T + T * A + T * B * T = 0 from h]
    simp
  -- by symmetry, `T` may also act to the left
  have hL : ∀ w : ι → ℝ, v ⬝ᵥ T *ᵥ w = t * (v ⬝ᵥ w) := by
    intro w
    rw [Matrix.dotProduct_mulVec, ← Matrix.mulVec_transpose, hT.eq, hv, smul_dotProduct,
      smul_eq_mul]
  simp only [Matrix.add_mulVec, ← Matrix.mulVec_mulVec, dotProduct_add, hL, hv,
    Matrix.mulVec_smul, dotProduct_smul, smul_eq_mul] at h2
  linear_combination h2

/-- If `α ≥ a`, `|β| ≤ b < a` and `t² < 1` satisfy the mode equation `(1 + t²) β + 2 t α = 0`, then
`t β` lies between `-(a - √(a² - b²))` and zero. -/
theorem mode_energy_bound {a b α β t : ℝ} (hba : b < a) (hα : a ≤ α) (hβ : |β| ≤ b)
    (ht : t ^ 2 < 1) (h : (1 + t ^ 2) * β + 2 * t * α = 0) :
    -(a - √(a ^ 2 - b ^ 2)) ≤ t * β ∧ t * β ≤ 0 := by
  have hb : 0 ≤ b := (abs_nonneg β).trans hβ
  have hα0 : 0 ≤ α := by linarith
  have hβ2 : β ^ 2 ≤ b ^ 2 := by
    have h1 := abs_le.mp hβ
    nlinarith [h1.1, h1.2]
  have hneg : t * β ≤ 0 := by
    by_contra hc
    have hc' : 0 < t * β := not_le.mp hc
    have h1 : (1 + t ^ 2) * (t * β) = -(2 * (α * t ^ 2)) := by linear_combination t * h
    have h2 : 0 < (1 + t ^ 2) * (t * β) := by positivity
    have h3 : 0 ≤ α * t ^ 2 := by positivity
    linarith
  refine ⟨?_, hneg⟩
  -- the mode energy solves a quadratic equation of its own
  have hq : (t * β) ^ 2 + 2 * α * (t * β) + β ^ 2 = 0 := by linear_combination β * h
  -- the contraction property selects the upper branch
  have hlow : -b ≤ t * β := by
    have h1 : (t * β) ^ 2 ≤ b ^ 2 := by
      rw [mul_pow]
      nlinarith [mul_nonneg (sub_nonneg.mpr ht.le) (sq_nonneg β)]
    exact (abs_le.mp (abs_le_of_sq_le_sq h1 hb)).1
  have hs : √(a ^ 2 - b ^ 2) ≤ t * β + a := by
    rw [Real.sqrt_le_iff]
    refine ⟨by linarith, ?_⟩
    nlinarith [mul_nonneg (sub_nonneg.mpr hα) (neg_nonneg.mpr hneg)]
  linarith

/-- Gap bound: let `A` have expectation values at least `a`, and `B` at most `b < a` in magnitude.
For a symmetric contractive solution `T` of the ring equation, the ring correlation energy is not
positive, and its magnitude is at most `(a - √(a² - b²)) / 2` per dimension. -/
theorem ring_energy_gap_bound {A B T : Matrix ι ι ℝ} {a b : ℝ} (hA : HasGap A a)
    (hB : CouplingBound B b) (hba : b < a) (hT : T.IsSymm) (hc : IsContraction T)
    (h : IsRingSolution A B T) :
    ringEnergy B T ≤ 0 ∧
      |ringEnergy B T| ≤ Fintype.card ι / 2 * (a - √(a ^ 2 - b ^ 2)) := by
  obtain ⟨t, v, ho, hv⟩ := exists_eigenframe hT
  have htr : (B * T).trace = ∑ j, t j * (v j ⬝ᵥ B *ᵥ v j) := by
    rw [trace_eq_sum_frame ho]
    refine Finset.sum_congr rfl fun j _ => ?_
    rw [← Matrix.mulVec_mulVec, hv, Matrix.mulVec_smul, dotProduct_smul, smul_eq_mul]
  have hmode : ∀ j, -(a - √(a ^ 2 - b ^ 2)) ≤ t j * (v j ⬝ᵥ B *ᵥ v j) ∧
      t j * (v j ⬝ᵥ B *ᵥ v j) ≤ 0 := by
    intro j
    have h1 : v j ⬝ᵥ v j = 1 := by simpa using ho j j
    have hne : v j ≠ 0 := by
      intro h0
      rw [h0] at h1
      simp at h1
    have ht := hc (v j) hne
    rw [hv, smul_dotProduct, dotProduct_smul, h1, smul_eq_mul, smul_eq_mul] at ht
    have hAj := hA (v j)
    have hBj := hB (v j)
    rw [h1, mul_one] at hAj hBj
    exact mode_energy_bound hba hAj hBj (by linarith [sq (t j)]) (mode_equation hT h (hv j))
  -- add up the modes
  have hlow := Finset.sum_le_sum fun j (_ : j ∈ Finset.univ) => (hmode j).1
  simp only [Finset.sum_const, Finset.card_univ, nsmul_eq_mul] at hlow
  have hup : ∑ j, t j * (v j ⬝ᵥ B *ᵥ v j) ≤ 0 := Finset.sum_nonpos fun j _ => (hmode j).2
  have hE : ringEnergy B T ≤ 0 := by
    unfold ringEnergy
    linarith
  refine ⟨hE, ?_⟩
  rw [abs_of_nonpos hE]
  unfold ringEnergy
  linarith

/-- Under the hypotheses of `ring_energy_gap_bound` and `0 ≤ b`, the magnitude of the ring
correlation energy is at most `b² / (2 a)` per dimension. -/
theorem ring_energy_second_order_bound {A B T : Matrix ι ι ℝ} {a b : ℝ} (hA : HasGap A a)
    (hB : CouplingBound B b) (hb : 0 ≤ b) (hba : b < a) (hT : T.IsSymm)
    (hc : IsContraction T) (h : IsRingSolution A B T) :
    |ringEnergy B T| ≤ Fintype.card ι / 2 * (b ^ 2 / a) := by
  refine (ring_energy_gap_bound hA hB hba hT hc h).2.trans ?_
  have ha : 0 < a := by linarith
  have hq : b ^ 2 / a * a = b ^ 2 := div_mul_cancel₀ _ ha.ne'
  have hq0 : 0 ≤ b ^ 2 / a := by positivity
  have hqa : b ^ 2 / a ≤ a := by
    rw [div_le_iff₀ ha]
    nlinarith
  have hs : a - b ^ 2 / a ≤ √(a ^ 2 - b ^ 2) := by
    refine (le_abs_self _).trans (Real.abs_le_sqrt ?_)
    nlinarith [mul_nonneg hq0 (sub_nonneg.mpr hqa)]
  exact mul_le_mul_of_nonneg_left (by linarith) (by positivity)

/-- For `0 < b < a` the gap bound is attained in every dimension: uniform excitation energy `a`,
uniform coupling `b` and uniform amplitude `-(a - √(a² - b²)) / b` meet all its hypotheses and give
equality. -/
theorem ring_energy_gap_bound_sharp {a b r : ℝ} (hb : 0 < b) (hba : b < a)
    (hr : r = (a - √(a ^ 2 - b ^ 2)) / b) :
    HasGap (a • (1 : Matrix ι ι ℝ)) a ∧ CouplingBound (b • (1 : Matrix ι ι ℝ)) b ∧
      ((-r) • (1 : Matrix ι ι ℝ)).IsSymm ∧ IsContraction ((-r) • (1 : Matrix ι ι ℝ)) ∧
      IsRingSolution (a • (1 : Matrix ι ι ℝ)) (b • 1) ((-r) • 1) ∧
      |ringEnergy (b • (1 : Matrix ι ι ℝ)) ((-r) • 1)| =
        Fintype.card ι / 2 * (a - √(a ^ 2 - b ^ 2)) := by
  have hs2 : √(a ^ 2 - b ^ 2) ^ 2 = a ^ 2 - b ^ 2 := Real.sq_sqrt (by nlinarith)
  have hs0 := Real.sqrt_nonneg (a ^ 2 - b ^ 2)
  have hbr : b * r = a - √(a ^ 2 - b ^ 2) := by
    rw [hr]
    exact mul_div_cancel₀ _ hb.ne'
  set s := √(a ^ 2 - b ^ 2)
  have hsa : s ≤ a := by nlinarith
  have hsb : a - b < s := by nlinarith
  have hr0 : 0 ≤ r := by
    rw [hr]
    exact div_nonneg (by linarith) hb.le
  have hr1 : r < 1 := by
    rw [hr, div_lt_one hb]
    linarith
  have hquad : b - 2 * a * r + b * r ^ 2 = 0 := by
    have h1 : b * (b - 2 * a * r + b * r ^ 2) = 0 := by
      linear_combination (b * r - a - s) * hbr + hs2
    exact (mul_eq_zero.mp h1).resolve_left hb.ne'
  have hnn : ∀ v : ι → ℝ, 0 ≤ v ⬝ᵥ v := fun v =>
    Finset.sum_nonneg fun i _ => mul_self_nonneg (v i)
  refine ⟨fun v => ?_, fun v => ?_, ?_, fun v hv => ?_, ?_, ?_⟩
  · rw [Matrix.smul_mulVec, Matrix.one_mulVec, dotProduct_smul, smul_eq_mul]
  · rw [Matrix.smul_mulVec, Matrix.one_mulVec, dotProduct_smul, smul_eq_mul,
      abs_of_nonneg (mul_nonneg hb.le (hnn v))]
  · rw [Matrix.IsSymm, Matrix.transpose_smul, Matrix.transpose_one]
  · have hpos : 0 < v ⬝ᵥ v :=
      lt_of_le_of_ne (hnn v) (Ne.symm (mt dotProduct_self_eq_zero.mp hv))
    rw [Matrix.smul_mulVec, Matrix.one_mulVec, smul_dotProduct, dotProduct_smul,
      smul_eq_mul, smul_eq_mul]
    have hr2 : r ^ 2 < 1 := by nlinarith
    nlinarith [mul_pos (sub_pos.mpr hr2) hpos]
  · have h1 : b • (1 : Matrix ι ι ℝ) + a • 1 * (-r) • 1 + (-r) • 1 * a • 1
        + (-r) • 1 * b • 1 * (-r) • 1 = (b - 2 * a * r + b * r ^ 2) • 1 := by
      simp only [smul_mul_assoc, mul_smul_comm, one_mul, smul_smul]
      module
    rw [IsRingSolution, h1, hquad, zero_smul]
  · have h1 : ringEnergy (b • (1 : Matrix ι ι ℝ)) ((-r) • 1)
        = -(Fintype.card ι / 2 * (b * r)) := by
      rw [ringEnergy, smul_mul_assoc, one_mul, Matrix.trace_smul, Matrix.trace_smul,
        Matrix.trace_one, smul_eq_mul, smul_eq_mul]
      ring
    rw [h1, abs_neg, abs_of_nonneg (by positivity), hbr]

end

end RingCorrelationGapBound
```

```lean
#print axioms RingCorrelationGapBound.ring_energy_gap_bound
#print axioms RingCorrelationGapBound.ring_energy_second_order_bound
#print axioms RingCorrelationGapBound.ring_energy_gap_bound_sharp
```

```
'RingCorrelationGapBound.ring_energy_gap_bound' depends on axioms: [propext, Classical.choice, Quot.sound]
'RingCorrelationGapBound.ring_energy_second_order_bound' depends on axioms: [propext, Classical.choice, Quot.sound]
'RingCorrelationGapBound.ring_energy_gap_bound_sharp' depends on axioms: [propext, Classical.choice, Quot.sound]
```

## How the Lean proof follows the modes

`exists_eigenframe` obtains the eigenvectors from Mathlib's spectral theorem for Hermitian matrices. `trace_eq_sum_frame` puts them into the rows of a matrix $V$: orthonormality gives $VV^{\mathsf T}=1$, hence $V^{\mathsf T}V=1$, and cyclicity of the trace does the rest.

`mode_equation` projects the matrix equation. Its auxiliary statement `hL` lets $T$ act to the left, which is where symmetry enters.

`mode_energy_bound` is the scalar argument. The steps `linear_combination t * h` and `linear_combination β * h` are the two multiplications above. `hlow` uses the contraction to get $e\ge-b$, and `hs` compares $e+a$ with the square root through `Real.sqrt_le_iff`, leaving the inequality between squares to `nlinarith`.

The main theorem applies this to each normalised eigenvector and adds the results. The second-order theorem compares $a-b^2/a$ with the square root. The sharpness proof derives the quadratic for $r$, then checks the hypotheses one by one.

## The other root breaks the bound

Without the contraction condition the bound fails already for $n=1$. With $A=5$ and $B=3$, the amplitude equation is $3t^2+10t+3=0$, with roots $t=-\tfrac13$ and $t=-3$. The bound is $\tfrac12$. The first root gives $E=-\tfrac12$ and attains it; the second gives $E=-\tfrac92$.

## Checking converged amplitudes in a code

A direct ring coupled-cluster program can iterate the amplitude equation until its residual is small, then evaluate $\tfrac12\operatorname{tr}(BT)$. For symmetric blocks, $a$ can be taken as the smallest eigenvalue of $A$ and $b$ as the largest eigenvalue magnitude of $B$. If $b<a$, an energy clearly outside the bound signals a wrong root, poor convergence or a coding error in the amplitude equation or the energy. An error in $A$ or $B$ can go unnoticed, since the bound is computed from the same matrices. An energy inside the bound does not in general certify the root; for symmetric $T$, one should also check that the eigenvalues lie strictly between $-1$ and $1$.

For electronic-structure work in a finite real basis with $b<a$, the result thus limits the ring correlation energy without solving for the amplitudes. The limit may be loose, since it charges every particle–hole pair with the worst case. For $M$ distant copies of a molecule, for instance, $n$ grows as $M^2$, but the energy only as $M$.
